# Inner products and triple products fix a labelled family of vectors in ℝ³ up to a proper rotation

A chiral molecule and its mirror image have the same interatomic distances, yet no rotation superposes them atom by atom. For atomic positions measured from a common origin, the theorems below show that signed triple products, added to the inner products, settle whether such a rotation exists.

```lean
import Mathlib

open Matrix

namespace ChiralDescriptors

/-- A proper rotation of three-dimensional space: an orthogonal matrix of determinant one. -/
structure IsRotation (R : Matrix (Fin 3) (Fin 3) ℝ) : Prop where
  orthogonal : Rᵀ * R = 1
  det_one : R.det = 1

/-- The triple product of three vectors: the signed volume of the box they span. -/
def triple (a b c : Fin 3 → ℝ) : ℝ := (Matrix.of ![a, b, c]).det

/-- The frame whose rows are two vectors and their cross product. -/
def frame (a b : Fin 3 → ℝ) : Matrix (Fin 3) (Fin 3) ℝ := Matrix.of ![a, b, a ⨯₃ b]

/-- The triple product written out in Cartesian components. -/
theorem triple_expand (a b c : Fin 3 → ℝ) :
    triple a b c = a 0 * b 1 * c 2 - a 0 * b 2 * c 1 - a 1 * b 0 * c 2
      + a 1 * b 2 * c 0 + a 2 * b 0 * c 1 - a 2 * b 1 * c 0 :=
  Matrix.det_fin_three _

/-- A linear map multiplies every triple product by its determinant. -/
theorem triple_mulVec (R : Matrix (Fin 3) (Fin 3) ℝ) (a b c : Fin 3 → ℝ) :
    triple (R *ᵥ a) (R *ᵥ b) (R *ᵥ c) = R.det * triple a b c := by
  simp only [triple_expand, Matrix.mulVec, dotProduct, Fin.sum_univ_three,
    Matrix.det_fin_three]
  ring

/-- The Gram matrix and the determinant of a frame are fixed by the inner products of its
first two vectors. -/
theorem frame_invariants (a b : Fin 3 → ℝ) :
    frame a b * (frame a b)ᵀ =
      !![a ⬝ᵥ a, a ⬝ᵥ b, 0; a ⬝ᵥ b, b ⬝ᵥ b, 0;
         0, 0, (a ⬝ᵥ a) * (b ⬝ᵥ b) - (a ⬝ᵥ b) ^ 2] ∧
    (frame a b).det = (a ⬝ᵥ a) * (b ⬝ᵥ b) - (a ⬝ᵥ b) ^ 2 := by
  constructor
  · ext i j
    fin_cases i <;> fin_cases j <;>
      simp [frame, Matrix.mul_apply, Fin.sum_univ_three, cross_apply, dotProduct] <;> ring
  · change triple a b (a ⨯₃ b) = _
    rw [triple_expand]
    simp [cross_apply, dotProduct, Fin.sum_univ_three]
    ring

/-- The components of a vector along a frame are two inner products and one triple product. -/
theorem frame_mulVec (a b v : Fin 3 → ℝ) :
    frame a b *ᵥ v = ![a ⬝ᵥ v, b ⬝ᵥ v, triple a b v] := by
  ext i
  fin_cases i <;>
    simp [frame, triple_expand, Matrix.mulVec, dotProduct, Fin.sum_univ_three,
      cross_apply]
  ring

/-- Two pairs of vectors with equal inner products, the first pair spanning a plane, define a
rotation that carries v to w whenever v and w have equal components along the two frames. -/
theorem exists_rotation_of_frames {a b c d : Fin 3 → ℝ} (haa : a ⬝ᵥ a = c ⬝ᵥ c)
    (hab : a ⬝ᵥ b = c ⬝ᵥ d) (hbb : b ⬝ᵥ b = d ⬝ᵥ d)
    (hne : (a ⬝ᵥ a) * (b ⬝ᵥ b) - (a ⬝ᵥ b) ^ 2 ≠ 0) :
    ∃ R, IsRotation R ∧ ∀ v w, a ⬝ᵥ v = c ⬝ᵥ w → b ⬝ᵥ v = d ⬝ᵥ w →
      triple a b v = triple c d w → w = R *ᵥ v := by
  have hgram : frame a b * (frame a b)ᵀ = frame c d * (frame c d)ᵀ := by
    rw [(frame_invariants a b).1, (frame_invariants c d).1, haa, hab, hbb]
  have hdet : (frame a b).det = (frame c d).det := by
    rw [(frame_invariants a b).2, (frame_invariants c d).2, haa, hab, hbb]
  obtain ⟨B, hB⟩ : ∃ B, B * frame c d = 1 := by
    refine ⟨(frame c d)⁻¹, Matrix.nonsing_inv_mul _ ?_⟩
    rw [← hdet, (frame_invariants a b).2]
    exact isUnit_iff_ne_zero.mpr hne
  -- the rotation reads off components in the first frame and rebuilds in the second
  refine ⟨B * frame a b, ⟨mul_eq_one_comm.mp ?_, ?_⟩, ?_⟩
  · calc B * frame a b * (B * frame a b)ᵀ
        = B * (frame a b * (frame a b)ᵀ) * Bᵀ := by
          simp only [Matrix.transpose_mul, Matrix.mul_assoc]
      _ = (B * frame c d) * (B * frame c d)ᵀ := by
          rw [hgram]
          simp only [Matrix.transpose_mul, Matrix.mul_assoc]
      _ = 1 := by rw [hB, Matrix.transpose_one, Matrix.mul_one]
  · rw [Matrix.det_mul, hdet, ← Matrix.det_mul, hB, Matrix.det_one]
  · intro v w h1 h2 h3
    rw [← Matrix.mulVec_mulVec, frame_mulVec a b v, h1, h2, h3, ← frame_mulVec c d w,
      Matrix.mulVec_mulVec, hB, Matrix.one_mulVec]

/-- Every vector has a unit vector perpendicular to it. -/
theorem exists_unit_perp (a : Fin 3 → ℝ) : ∃ u : Fin 3 → ℝ, u ⬝ᵥ u = 1 ∧ a ⬝ᵥ u = 0 := by
  by_cases h : a 0 = 0
  · exact ⟨![1, 0, 0], by simp [dotProduct, Fin.sum_univ_three],
      by simp [dotProduct, Fin.sum_univ_three, h]⟩
  · have hq : 0 < a 0 ^ 2 + a 1 ^ 2 := by positivity
    obtain ⟨t, ht⟩ : ∃ t : ℝ, t ^ 2 * (a 0 ^ 2 + a 1 ^ 2) = 1 :=
      ⟨(√(a 0 ^ 2 + a 1 ^ 2))⁻¹, by
        rw [inv_pow, Real.sq_sqrt hq.le, inv_mul_cancel₀ hq.ne']⟩
    refine ⟨![-(t * a 1), t * a 0, 0], ?_, ?_⟩
    · rw [dotProduct, Fin.sum_univ_three]
      change -(t * a 1) * -(t * a 1) + t * a 0 * (t * a 0) + 0 * 0 = (1 : ℝ)
      linear_combination ht
    · rw [dotProduct, Fin.sum_univ_three]
      change a 0 * -(t * a 1) + a 1 * (t * a 0) + a 2 * 0 = (0 : ℝ)
      ring

/-- Any vector can be rotated onto any other vector of the same length. -/
theorem exists_rotation_of_length_eq {a b : Fin 3 → ℝ} (hab : a ⬝ᵥ a = b ⬝ᵥ b) :
    ∃ R, IsRotation R ∧ b = R *ᵥ a := by
  by_cases h0 : a = 0
  · have hb : b = 0 := dotProduct_self_eq_zero.mp (by rw [← hab, h0, dotProduct_zero])
    exact ⟨1, ⟨by simp, by simp⟩, by rw [hb, h0, Matrix.mulVec_zero]⟩
  · obtain ⟨u, huu, hau⟩ := exists_unit_perp a
    obtain ⟨v, hvv, hbv⟩ := exists_unit_perp b
    have hne : (a ⬝ᵥ a) * (u ⬝ᵥ u) - (a ⬝ᵥ u) ^ 2 ≠ 0 := by
      rw [huu, hau]
      intro h
      exact h0 (dotProduct_self_eq_zero.mp (by linarith))
    obtain ⟨R, hR, h⟩ :=
      exists_rotation_of_frames hab (hau.trans hbv.symm) (huu.trans hvv.symm) hne
    refine ⟨R, hR, h a b hab ?_ ?_⟩
    · rw [dotProduct_comm u a, dotProduct_comm v b, hau, hbv]
    · rw [triple_expand, triple_expand]
      ring

/-- Equality in the Cauchy-Schwarz inequality forces two vectors to be parallel. -/
theorem parallel_of_gram_zero {a v : Fin 3 → ℝ}
    (h : (a ⬝ᵥ a) * (v ⬝ᵥ v) - (a ⬝ᵥ v) ^ 2 = 0) : (a ⬝ᵥ a) • v = (a ⬝ᵥ v) • a := by
  rw [← sub_eq_zero, ← dotProduct_self_eq_zero]
  simp only [sub_dotProduct, dotProduct_sub, smul_dotProduct, dotProduct_smul, smul_eq_mul,
    dotProduct_comm v a]
  linear_combination (a ⬝ᵥ a) * h

/-- Two families of vectors in space are related by one proper rotation if and only if all
their inner products and all their triple products agree. -/
theorem rotation_iff_inner_and_triple {ι : Type*} (x y : ι → Fin 3 → ℝ) :
    (∃ R, IsRotation R ∧ ∀ i, y i = R *ᵥ x i) ↔
      (∀ i j, x i ⬝ᵥ x j = y i ⬝ᵥ y j) ∧
      (∀ i j k, triple (x i) (x j) (x k) = triple (y i) (y j) (y k)) := by
  constructor
  · rintro ⟨R, hR, h⟩
    refine ⟨fun i j => ?_, fun i j k => ?_⟩
    · rw [h i, h j, Matrix.dotProduct_mulVec, ← Matrix.mulVec_transpose,
        Matrix.mulVec_mulVec, hR.orthogonal, Matrix.one_mulVec]
    · rw [h i, h j, h k, triple_mulVec, hR.det_one, one_mul]
  · rintro ⟨hg, ht⟩
    by_cases hp : ∃ i j, (x i ⬝ᵥ x i) * (x j ⬝ᵥ x j) - (x i ⬝ᵥ x j) ^ 2 ≠ 0
    · -- two independent vectors fix the rotation
      obtain ⟨i, j, hij⟩ := hp
      obtain ⟨R, hR, h⟩ := exists_rotation_of_frames (hg i i) (hg i j) (hg j j) hij
      exact ⟨R, hR, fun l => h _ _ (hg i l) (hg j l) (ht i j l)⟩
    · simp only [ne_eq, not_exists, not_not] at hp
      by_cases h0 : ∃ i, x i ≠ 0
      · -- all vectors are multiples of a single one
        obtain ⟨i, hi⟩ := h0
        obtain ⟨R, hR, hRi⟩ := exists_rotation_of_length_eq (hg i i)
        refine ⟨R, hR, fun l => ?_⟩
        have hx := parallel_of_gram_zero (hp i l)
        have hy : (y i ⬝ᵥ y i) • y l = (y i ⬝ᵥ y l) • y i :=
          parallel_of_gram_zero (by rw [← hg i i, ← hg l l, ← hg i l]; exact hp i l)
        have hne : x i ⬝ᵥ x i ≠ 0 := fun h => hi (dotProduct_self_eq_zero.mp h)
        apply smul_right_injective (Fin 3 → ℝ) hne
        change (x i ⬝ᵥ x i) • y l = (x i ⬝ᵥ x i) • (R *ᵥ x l)
        rw [← Matrix.mulVec_smul, hx, Matrix.mulVec_smul, ← hRi, hg i i, hy, hg i l]
      · simp only [ne_eq, not_exists, not_not] at h0
        refine ⟨1, ⟨by simp, by simp⟩, fun l => ?_⟩
        have hy : y l = 0 :=
          dotProduct_self_eq_zero.mp (by rw [← hg l l, h0 l, dotProduct_zero])
        rw [hy, h0 l, Matrix.mulVec_zero]

/-- A labelled family of vectors can be rotated onto its copy inverted through the origin if
and only if all its triple products vanish. -/
theorem inversion_by_rotation_iff {ι : Type*} (x : ι → Fin 3 → ℝ) :
    (∃ R, IsRotation R ∧ ∀ i, -x i = R *ᵥ x i) ↔
      ∀ i j k, triple (x i) (x j) (x k) = 0 := by
  have hneg : ∀ a b c : Fin 3 → ℝ, triple (-a) (-b) (-c) = -triple a b c := by
    intro a b c
    simp only [triple_expand, Pi.neg_apply]
    ring
  refine (rotation_iff_inner_and_triple x (fun i => -x i)).trans ⟨?_, ?_⟩
  · rintro ⟨_, h⟩ i j k
    have h' : triple (x i) (x j) (x k) = triple (-x i) (-x j) (-x k) := h i j k
    rw [hneg] at h'
    linarith
  · intro h
    refine ⟨fun i j => by simp, fun i j k => ?_⟩
    rw [hneg, h i j k, neg_zero]

/-- The three coordinate unit vectors and their negatives have equal inner products, yet no rotation
carries each of the three unit vectors to its own negative. -/
theorem inner_products_miss_handedness :
    let e : Fin 3 → Fin 3 → ℝ := fun i => Pi.single i 1
    (∀ i j, e i ⬝ᵥ e j = (-e i) ⬝ᵥ (-e j)) ∧
      ¬ ∃ R, IsRotation R ∧ ∀ i, -e i = R *ᵥ e i := by
  intro e
  refine ⟨fun i j => by rw [neg_dotProduct, dotProduct_neg, neg_neg], fun h => ?_⟩
  have h1 := (inversion_by_rotation_iff e).mp h 0 1 2
  rw [triple_expand] at h1
  simp [e] at h1

end ChiralDescriptors
```

```lean
#print axioms ChiralDescriptors.rotation_iff_inner_and_triple
#print axioms ChiralDescriptors.inner_products_miss_handedness
```

```
'ChiralDescriptors.rotation_iff_inner_and_triple' depends on axioms: [propext, Classical.choice, Quot.sound]
'ChiralDescriptors.inner_products_miss_handedness' depends on axioms: [propext, Classical.choice, Quot.sound]
```

## Labelled positions and proper rotations

The main theorem, `rotation_iff_inner_and_triple`, takes two families $x_i,y_i\in\mathbb R^3$ with the same labels $i$. There is a rotation $R$, the same for all labels, with $y_i=Rx_i$ for every $i$ exactly when

$$x_i\cdot x_j=y_i\cdot y_j,\qquad [x_i,x_j,x_k]=[y_i,y_j,y_k]$$

for all labels. Here $[a,b,c]$ is the determinant with rows $a,b,c$, called `triple` in Lean. The label type `ι` is arbitrary, so finite families are included.

Vectors are functions `Fin 3 → ℝ` with components $a_0,a_1,a_2$, and `⬝ᵥ` is the dot product. `IsRotation R` means $R^TR=1$ and $\det R=1$, which excludes reflections.

For descriptors of atomic environments, this gives a complete test of rotational equivalence, provided that the atoms are labelled and the origin is fixed. Translations and exchanges of identical atoms are not covered. Methane with labelled hydrogens and carbon at the origin therefore counts as handed.

## A frame built from two vectors

Let $F$ have rows $a,b,a\times b$ (`frame a b`), and put $G=|a|^2|b|^2-(a\cdot b)^2$. Since $a\times b$ is perpendicular to both vectors and $|a\times b|^2=G$,

$$FF^T=\begin{pmatrix}|a|^2&a\cdot b&0\\a\cdot b&|b|^2&0\\0&0&G\end{pmatrix},\qquad \det F=G.$$

This is `frame_invariants`. Also $Fv=(a\cdot v,\;b\cdot v,\;[a,b,v])$, which is `frame_mulVec`. Both are checked by expanding components.

Let $F'$ be the frame of a second pair $c,d$ with the same inner products, and let $G\ne0$. Then $FF^T=F'F'^T$ and $\det F=\det F'\neq0$. Set $R=F'^{-1}F$:

$$RR^T=F'^{-1}FF^TF'^{-T}=F'^{-1}F'F'^TF'^{-T}=1,\qquad \det R=\frac{\det F}{\det F'}=1.$$

For square matrices $RR^T=1$ gives $R^TR=1$. If $Fv=F'w$, then $w=F'^{-1}Fv=Rv$. The `calc` block in `exists_rotation_of_frames` follows this computation, with `B` for $F'^{-1}$.

## From one pair to the whole family

If some pair $x_i,x_j$ has $G\ne0$, use the frames of $(x_i,x_j)$ and $(y_i,y_j)$. The hypotheses say that $x_l$ and $y_l$ have equal components along them, so $y_l=Rx_l$ for every $l$.

Otherwise $G=0$ for every pair. The identity

$$\bigl||a|^2v-(a\cdot v)a\bigr|^2=|a|^2\bigl(|a|^2|v|^2-(a\cdot v)^2\bigr)$$

then gives $|a|^2v=(a\cdot v)a$, as in `parallel_of_gram_zero`. Suppose some $x_i\ne0$.

To rotate $x_i$ onto $y_i$, choose unit vectors $u\perp x_i$ and $v\perp y_i$. For a vector $a$, `exists_unit_perp` supplies $(1,0,0)$ if $a_0=0$, and $(-a_1,a_0,0)/\sqrt{a_0^2+a_1^2}$ otherwise. The pairs $(x_i,u)$ and $(y_i,v)$ have equal inner products and $G=|x_i|^2\ne0$. Along their frames, $x_i$ and $y_i$ both have components $(|x_i|^2,0,0)$, so the frame argument gives $y_i=Rx_i$. Then

$$|x_i|^2Rx_l=(x_i\cdot x_l)y_i=(y_i\cdot y_l)y_i=|y_i|^2y_l=|x_i|^2y_l,$$

and division by $|x_i|^2$ gives $y_l=Rx_l$. If all $x_l=0$, equal lengths force $y_l=0$, and the identity works.

Conversely, $(Rx_i)\cdot(Rx_j)=x_i\cdot R^TRx_j=x_i\cdot x_j$, and $[Ra,Rb,Rc]=\det R\,[a,b,c]=[a,b,c]$.

For a single vector every triple product vanishes, and the criterion reduces to equal length. The rotation is then not unique, since one may first turn about the vector itself, or about any axis if the vector is zero.

## Inversion and handedness

Replacing every $x_i$ by $-x_i$ keeps the inner products and reverses the sign of the triple products. By the main theorem, a rotation achieves this inversion exactly when $[x_i,x_j,x_k]=-[x_i,x_j,x_k]$, that is, when all triple products vanish (`inversion_by_rotation_iff`). The coordinate unit vectors have triple product $1$, so no rotation carries each of them to its own negative, although all inner products agree (`inner_products_miss_handedness`).
